# For linearly polarized light, randomly oriented molecules with a nonzero real symmetric polarizability have a depolarization ratio of at most 3/4

Take a molecule that is polarizable along a single axis, the unit vector $n$, and add an isotropic part of strength $s$. Its polarizability in the laboratory frame is $\alpha_{ij} = n_i n_j + s\,\delta_{ij}$. Light polarized along $z$ induces a dipole whose $x$ and $z$ components are proportional to $\alpha_{xz}$ and $\alpha_{zz}$, and the intensities scattered with these two polarizations are proportional to the averages of $\alpha_{xz}^2$ and $\alpha_{zz}^2$ over all directions of $n$.

With $n_z$ uniform on $[-1,1]$, $\langle n_z^2\rangle = 1/3$ and $\langle n_z^4\rangle = 1/5$. Multiplying $n_z^2$ by $n_x^2+n_y^2+n_z^2=1$ and averaging gives $1/3 = 2\langle n_x^2n_z^2\rangle + 1/5$, so $\langle n_x^2 n_z^2\rangle = 1/15$. Hence

$$I_{xz} = \frac1{15}, \qquad I_{zz} = s^2 + \frac{2s}{3} + \frac15 = \Big(s+\frac13\Big)^2 + \frac{4}{45}.$$

The isotropic part contributes only to the parallel intensity $I_{zz}$. The ratio $I_{xz}/I_{zz}$ is therefore largest when the square vanishes, at $s=-1/3$, where it equals $(1/15)/(4/45) = 3/4$. That is the point at which the trace $3s+1$ is zero. A static ground-state polarizability has no negative eigenvalues and so cannot reach it, but the polarizability derivative that enters Raman scattering can.

The same holds for every nonzero real symmetric $3\times3$ matrix $\alpha$ and any two different laboratory axes $i$ and $j$: $I_{jj}>0$ and $I_{ij}/I_{jj}\le 3/4$, with equality exactly when $\operatorname{tr}\alpha=0$. In vibrational Raman scattering, $\alpha$ stands for the derivative of the polarizability along a normal coordinate. For linearly polarized light and independent, randomly oriented molecules away from resonance, a ratio below $3/4$ then shows that this derivative has a nonzero trace.

## Random orientation fixes the coefficients

Let $R$ be the rotation from the molecular to the laboratory frame. The average needed is $\langle R_{ia}R_{jb}R_{kc}R_{ld}\rangle$, with laboratory indices $i,j,k,l$ and molecular indices $a,b,c,d$. If all orientations are equally likely, it is invariant under rotations of either frame. It is then a combination of products of the three pair-delta tensors,

$$f = (\delta_{ij}\delta_{kl},\ \delta_{ik}\delta_{jl},\ \delta_{il}\delta_{jk}), \qquad g = (\delta_{ab}\delta_{cd},\ \delta_{ac}\delta_{bd},\ \delta_{ad}\delta_{bc}),$$

so it has the form $f^{\mathsf T}Mg$ with a $3\times3$ matrix $M$. Because $R$ is orthogonal, contracting the laboratory indices with $f_r$ must return $g_r$. The contraction of $f_r$ with $f_u$ is 9 for $r=u$ and 3 otherwise. Thus $GM=1$, where $G = 6\cdot 1+3J$ and $J$ is the matrix of ones. Since $J^2=3J$, the solution is $M=(5\cdot 1-J)/30$, with 4/30 on the diagonal and −1/30 elsewhere.

The Lean code starts from this closed form; the integral over rotations is not formalised. The axes $x,y,z$ are the elements 0, 1, 2 of `Fin 3`, `isoCoeff` is $30M$, and `isoAverage` is $f^{\mathsf T}Mg$.

```lean
import Mathlib

open Matrix

namespace IsotropicRamanAverage

noncomputable section

set_option maxHeartbeats 400000

/-- The Kronecker delta on the three Cartesian axes. -/
def delta (i j : Fin 3) : ℝ := if i = j then 1 else 0

/-- The three pair-delta tensors of rank four, collected in a vector. -/
def pairDelta (i j k l : Fin 3) : Fin 3 → ℝ :=
  ![delta i j * delta k l, delta i k * delta j l, delta i l * delta j k]

/-- The matrix that couples laboratory and molecular pair-delta tensors, before division by 30. -/
def isoCoeff : Matrix (Fin 3) (Fin 3) ℝ :=
  !![4, -1, -1; -1, 4, -1; -1, -1, 4]

/-- The rank-four isotropic average, with laboratory indices `i j k l` and
molecular indices `a b c d`. -/
def isoAverage (i j k l a b c d : Fin 3) : ℝ :=
  (pairDelta i j k l ⬝ᵥ (isoCoeff *ᵥ pairDelta a b c d)) / 30
```

The function `intensity` sets $k=i$, $l=j$ and contracts with two copies of $\alpha$, which gives $I_{ij}=\langle\alpha_{ij}^2\rangle$ in the laboratory frame. The first index is the scattered polarization and the second the incident one. Frequency factors and field strengths are left out, and they cancel in the ratio if they are the same for both polarizations.

```lean
/-- The intensity for laboratory axes `i` and `j`: the isotropic average contracted
with two copies of the polarizability. -/
def intensity (α : Matrix (Fin 3) (Fin 3) ℝ) (i j : Fin 3) : ℝ :=
  ∑ a, ∑ b, ∑ c, ∑ d, isoAverage i j i j a b c d * α a b * α c d
```

Two lemmas check the average. `isoAverage_expand` multiplies out the matrix product, and `isoAverage_reproduces` confirms the three contraction conditions that determined $M$. Its proof writes out the laboratory sums, evaluates their deltas and lets `ring` collect what multiplies each molecular pair-delta tensor.

```lean
/-- The isotropic average written out in Kronecker deltas. -/
theorem isoAverage_expand (i j k l a b c d : Fin 3) :
    isoAverage i j k l a b c d =
      (delta i j * delta k l *
          (4 * (delta a b * delta c d) - delta a c * delta b d - delta a d * delta b c)
        + delta i k * delta j l *
          (4 * (delta a c * delta b d) - delta a b * delta c d - delta a d * delta b c)
        + delta i l * delta j k *
          (4 * (delta a d * delta b c) - delta a b * delta c d - delta a c * delta b d)) / 30 := by
  simp [isoAverage, pairDelta, isoCoeff, Matrix.mulVec, dotProduct, Fin.sum_univ_three]
  ring

/-- Contracting the laboratory indices of the average with any pair-delta tensor returns
the same pair-delta tensor on the molecular indices. -/
theorem isoAverage_reproduces (a b c d : Fin 3) :
    (∑ i, ∑ j, ∑ k, ∑ l, delta i j * delta k l * isoAverage i j k l a b c d
        = delta a b * delta c d) ∧
    (∑ i, ∑ j, ∑ k, ∑ l, delta i k * delta j l * isoAverage i j k l a b c d
        = delta a c * delta b d) ∧
    (∑ i, ∑ j, ∑ k, ∑ l, delta i l * delta j k * isoAverage i j k l a b c d
        = delta a d * delta b c) := by
  refine ⟨?_, ?_, ?_⟩ <;>
  · simp only [isoAverage_expand, Fin.sum_univ_three, delta, Fin.reduceEq, reduceIte,
      mul_zero, zero_mul, mul_one, one_mul, add_zero, zero_add]
    ring
```

An oriented sample need not obey the bound. If every molecule of the opening example with $s=0$ points along $(1,0,1)/\sqrt2$, then $\alpha_{xz}=\alpha_{zz}=1/2$ and the ratio is 1.

## Symmetry merges two of the three contractions

Contracting $g$ with $\alpha_{ab}\alpha_{cd}$ gives

$$(\operatorname{tr}\alpha)^2,\qquad \sum_{a,b}\alpha_{ab}^2,\qquad \sum_{a,b}\alpha_{ab}\alpha_{ba}=\operatorname{tr}\alpha^2 .$$

The hypothesis `α.IsSymm` says $\alpha_{ab}=\alpha_{ba}$, as expected for non-resonant scattering without magnetic effects. It makes the last two contractions equal. Write $t=\operatorname{tr}\alpha$ and $q=\operatorname{tr}\alpha^2$.

For equal laboratory axes, $f=(1,1,1)$ and $f^{\mathsf T}M=(1,1,1)/15$, so

$$I_{ii}=\frac{t^2+2q}{15}.$$

In the proof, `key` is the statement about $f^{\mathsf T}M$. The terms `hα.apply 0 1`, `hα.apply 0 2` and `hα.apply 1 2` identify the off-diagonal entries in pairs, and `ring` compares the resulting polynomials.

```lean
/-- The parallel intensity of a symmetric polarizability in terms of its trace and the trace of its
square. -/
theorem intensity_parallel {α : Matrix (Fin 3) (Fin 3) ℝ} (hα : α.IsSymm) (i : Fin 3) :
    intensity α i i = (α.trace ^ 2 + 2 * (α * α).trace) / 15 := by
  have hd : delta i i = 1 := by simp [delta]
  -- all three laboratory pairings contribute equally
  have key : ∀ a b c d, isoAverage i i i i a b c d =
      (delta a b * delta c d + delta a c * delta b d + delta a d * delta b c) / 15 := by
    intro a b c d
    rw [isoAverage_expand, hd]
    ring
  simp only [intensity, key, Fin.sum_univ_three, Matrix.trace_fin_three, Matrix.mul_apply,
    delta, Fin.reduceEq, reduceIte, mul_zero, mul_one, add_zero, zero_add,
    hα.apply 0 1, hα.apply 0 2, hα.apply 1 2]
  ring
```

Without symmetry the bound fails. Let $\alpha$ have the single nonzero entry $\alpha_{01}=1$. The three contractions are then 0, 1 and 0, which gives a parallel intensity of 1/15 and a crossed intensity of 4/30. The ratio is 2, although $\alpha$ is real, nonzero and traceless.

## Different axes leave one laboratory pairing

The hypothesis `i ≠ j` describes crossed polarizations. It gives $f=(0,1,0)$ and $f^{\mathsf T}M=(-1,4,-1)/30$, and therefore

$$I_{ij}=\frac{4q-t^2-q}{30}=\frac{3q-t^2}{30}.$$

The Lean proof follows the same route as the parallel case, with `h0` recording that $\delta_{ij}=0$.

```lean
/-- The crossed intensity of a symmetric polarizability, for two different laboratory axes, in terms
of its trace and the trace of its square. -/
theorem intensity_crossed {α : Matrix (Fin 3) (Fin 3) ℝ} (hα : α.IsSymm) {i j : Fin 3}
    (hij : i ≠ j) :
    intensity α i j = (3 * (α * α).trace - α.trace ^ 2) / 30 := by
  have hi : delta i i = 1 := by simp [delta]
  have hj : delta j j = 1 := by simp [delta]
  have h0 : delta i j = 0 := by simp [delta, hij]
  -- only one laboratory pairing survives
  have key : ∀ a b c d, isoAverage i j i j a b c d =
      (4 * (delta a c * delta b d) - delta a b * delta c d - delta a d * delta b c) / 30 := by
    intro a b c d
    rw [isoAverage_expand, hi, hj, h0]
    ring
  simp only [intensity, key, Fin.sum_univ_three, Matrix.trace_fin_three, Matrix.mul_apply,
    delta, Fin.reduceEq, reduceIte, mul_zero, mul_one,
    hα.apply 0 1, hα.apply 0 2, hα.apply 1 2]
  ring
```

If $i=j$ were allowed, the ratio would be $I_{jj}/I_{jj}=1$ for every nonzero symmetric $\alpha$, above the bound.

## A real, symmetric, nonzero polarizability gives a positive denominator

Physically, `α ≠ 0` says that the molecule scatters at all in this channel. For a real symmetric matrix,

$$q=\sum_{i,j}\alpha_{ij}^2,$$

and one nonzero entry makes this sum positive. `trace_sq_pos` establishes the identity as `e`, extracts a nonzero entry, and bounds its square first by the sum over its row and then by the full sum.

Real entries matter here: the complex symmetric matrix $\operatorname{diag}(1,\mathrm i,0)$ is nonzero but has $q=0$. A complex polarizability would need one of its two copies conjugated in the intensity, a case that these definitions do not cover.

```lean
/-- The square of a nonzero symmetric polarizability has positive trace. -/
theorem trace_sq_pos {α : Matrix (Fin 3) (Fin 3) ℝ} (hα : α.IsSymm) (hne : α ≠ 0) :
    0 < (α * α).trace := by
  have e : (α * α).trace = ∑ i, ∑ j, α i j ^ 2 := by
    simp only [Matrix.trace, Matrix.diag_apply, Matrix.mul_apply]
    refine Finset.sum_congr rfl fun i _ => Finset.sum_congr rfl fun j _ => ?_
    rw [hα.apply i j, sq]
  obtain ⟨i, j, hij⟩ : ∃ i j, α i j ≠ 0 := by
    by_contra h
    push Not at h
    exact hne (by ext i j; exact h i j)
  rw [e]
  -- one nonzero entry already makes the sum of squares positive
  calc 0 < α i j ^ 2 := by positivity
    _ ≤ ∑ j, α i j ^ 2 :=
        Finset.single_le_sum (f := fun j => α i j ^ 2)
          (fun _ _ => sq_nonneg _) (Finset.mem_univ j)
    _ ≤ ∑ i, ∑ j, α i j ^ 2 :=
        Finset.single_le_sum (f := fun i => ∑ j, α i j ^ 2)
          (fun _ _ => Finset.sum_nonneg fun _ _ => sq_nonneg _) (Finset.mem_univ i)
```

From $q>0$ and $t^2\ge0$ it follows that $I_{jj}=(t^2+2q)/15>0$. The comparison of the two intensities is then

$$\frac34 I_{jj}-I_{ij}=\frac{3t^2+6q}{60}-\frac{6q-2t^2}{60}=\frac{t^2}{12}\ge 0 .$$

Dividing by $I_{jj}$ gives the bound, and equality holds exactly when $t=0$. In the opening example the difference is $(3s+1)^2/12$.

The theorem `depolarization_ratio_le` states positivity, the bound and the equality condition together. Its proof clears the denominator with `div_le_iff₀` and `div_eq_iff`, inserts the two closed forms, and leaves the linear comparison to `linarith`. In the equality case this yields $t^2=0$, hence $t=0$; the converse follows by substitution.

```lean
/-- For a nonzero symmetric polarizability and two different laboratory axes, the parallel
intensity is positive and the ratio of crossed to parallel intensity is at most 3/4, with
equality exactly when the polarizability is traceless. -/
theorem depolarization_ratio_le {α : Matrix (Fin 3) (Fin 3) ℝ} (hα : α.IsSymm) (hne : α ≠ 0)
    {i j : Fin 3} (hij : i ≠ j) :
    0 < intensity α j j ∧ intensity α i j / intensity α j j ≤ 3 / 4 ∧
      (intensity α i j / intensity α j j = 3 / 4 ↔ α.trace = 0) := by
  have hq := trace_sq_pos hα hne
  have ht := sq_nonneg α.trace
  have hpos : 0 < intensity α j j := by
    rw [intensity_parallel hα]
    positivity
  refine ⟨hpos, ?_, ?_⟩
  · rw [div_le_iff₀ hpos, intensity_parallel hα, intensity_crossed hα hij]
    linarith
  · rw [div_eq_iff hpos.ne', intensity_parallel hα, intensity_crossed hα hij]
    constructor
    · intro h
      have h0 : α.trace ^ 2 = 0 := by linarith
      exact pow_eq_zero_iff (two_ne_zero) |>.mp h0
    · intro h
      rw [h]
      ring
```

For $\alpha=0$ both intensities vanish and no physical ratio exists. Lean evaluates $0/0$ as 0, so the inequality would survive, but positivity and the equality condition would both fail.

## The isotropic limit

At the other extreme the crossed intensity disappears. Subtract the isotropic part by setting $\beta=\alpha-(t/3)\,1$. Then

$$\operatorname{tr}\beta^2=q-\frac{2t^2}{3}+\frac{t^2}{3}=q-\frac{t^2}{3},\qquad I_{ij}=\frac{\operatorname{tr}\beta^2}{10}.$$

Since $\beta$ is real and symmetric, $I_{ij}=0$ exactly when $\beta=0$, that is, when $\alpha=(t/3)\,1$. A nonzero isotropic polarizability therefore has ratio 0.

In `crossed_eq_zero_iff`, `hq` is the trace identity and `hβ` is the symmetry of $\beta$. If $\beta$ were nonzero, `trace_sq_pos` would make its squared trace positive, contradicting $I_{ij}=0$. The proof uses symmetry, although the equivalence also holds without it, because an antisymmetric part can only add to the crossed intensity. Different axes are needed: the identity matrix has parallel intensity 1. The case $\alpha=0$ is admitted.

```lean
/-- The crossed intensity vanishes exactly when the polarizability is one third of its trace
times the identity. -/
theorem crossed_eq_zero_iff {α : Matrix (Fin 3) (Fin 3) ℝ} (hα : α.IsSymm) {i j : Fin 3}
    (hij : i ≠ j) :
    intensity α i j = 0 ↔ α = (α.trace / 3) • (1 : Matrix (Fin 3) (Fin 3) ℝ) := by
  -- the squared anisotropic part carries the whole crossed intensity
  have hq : ((α - (α.trace / 3) • (1 : Matrix (Fin 3) (Fin 3) ℝ)) *
      (α - (α.trace / 3) • (1 : Matrix (Fin 3) (Fin 3) ℝ))).trace
      = (α * α).trace - α.trace ^ 2 / 3 := by
    simp only [Matrix.trace_fin_three, Matrix.mul_apply, Fin.sum_univ_three, Matrix.sub_apply,
      Matrix.smul_apply, Matrix.one_apply, smul_eq_mul, Fin.reduceEq, reduceIte]
    ring
  have hβ : (α - (α.trace / 3) • (1 : Matrix (Fin 3) (Fin 3) ℝ)).IsSymm := by
    simp only [Matrix.IsSymm, Matrix.transpose_sub, Matrix.transpose_smul,
      Matrix.transpose_one, hα.eq]
  rw [intensity_crossed hα hij]
  constructor
  · intro h
    by_contra hne
    have hp := trace_sq_pos hβ (sub_ne_zero.mpr hne)
    rw [hq] at hp
    linarith
  · intro h
    rw [sub_eq_zero.mpr h, mul_zero, Matrix.trace_zero] at hq
    linarith
```

## Orthogonality makes the molecular frame irrelevant

The last theorem replaces $\alpha$ by $R\alpha R^{\mathsf T}$, where $R$ is now any fixed matrix with $R^{\mathsf T}R=1$. This describes a change of molecular axes, with reflections included. Orthogonality enters twice:

$$\operatorname{tr}(R\alpha R^{\mathsf T})=\operatorname{tr}(\alpha R^{\mathsf T}R)=t,\qquad (R\alpha R^{\mathsf T})^2=R\alpha(R^{\mathsf T}R)\alpha R^{\mathsf T}=R\alpha^2R^{\mathsf T}.$$

Taking the trace of the second equation shows that $q$ is unchanged too. Both intensities depend only on $t$ and $q$, so neither changes. For a computed polarizability in this orientation-averaged model, the orientation of the input geometry does not affect the intensities.

In `intensity_rotate`, `htr` and `hsq` are these two facts, and `hS` shows that the transformed matrix is still symmetric. The proof then treats equal and different laboratory axes separately, using the corresponding closed form. If $R$ is not orthogonal the invariance can fail: $R=2\cdot 1$ turns $\alpha$ into $4\alpha$ and multiplies every intensity by 16.

```lean
/-- The intensities are unchanged when the polarizability is transformed by an
orthogonal matrix. -/
theorem intensity_rotate {α R : Matrix (Fin 3) (Fin 3) ℝ} (hα : α.IsSymm) (hR : Rᵀ * R = 1)
    (i j : Fin 3) : intensity (R * α * Rᵀ) i j = intensity α i j := by
  have htr : ∀ A : Matrix (Fin 3) (Fin 3) ℝ, (R * A * Rᵀ).trace = A.trace := by
    intro A
    rw [Matrix.trace_mul_comm, ← Matrix.mul_assoc, hR, Matrix.one_mul]
  have hsq : (R * α * Rᵀ) * (R * α * Rᵀ) = R * (α * α) * Rᵀ := by
    calc (R * α * Rᵀ) * (R * α * Rᵀ) = R * α * (Rᵀ * R) * α * Rᵀ := by
          simp only [Matrix.mul_assoc]
      _ = R * (α * α) * Rᵀ := by
          rw [hR, Matrix.mul_one, Matrix.mul_assoc R α α]
  have hS : (R * α * Rᵀ).IsSymm := by
    simp only [Matrix.IsSymm, Matrix.transpose_mul, Matrix.transpose_transpose, hα.eq,
      Matrix.mul_assoc]
  rcases eq_or_ne i j with rfl | hij
  · rw [intensity_parallel hS, intensity_parallel hα, hsq, htr, htr]
  · rw [intensity_crossed hS hij, intensity_crossed hα hij, hsq, htr, htr]

end

end IsotropicRamanAverage
```

```lean
#print axioms IsotropicRamanAverage.isoAverage_reproduces
#print axioms IsotropicRamanAverage.depolarization_ratio_le
#print axioms IsotropicRamanAverage.crossed_eq_zero_iff
#print axioms IsotropicRamanAverage.intensity_rotate
```

```
'IsotropicRamanAverage.isoAverage_reproduces' depends on axioms: [propext, Classical.choice, Quot.sound]
'IsotropicRamanAverage.depolarization_ratio_le' depends on axioms: [propext, Classical.choice, Quot.sound]
'IsotropicRamanAverage.crossed_eq_zero_iff' depends on axioms: [propext, Classical.choice, Quot.sound]
'IsotropicRamanAverage.intensity_rotate' depends on axioms: [propext, Classical.choice, Quot.sound]
```
